# Eliminating one group of columns from a least-squares fit with jointly independent columns (Frisch-Waugh-Lovell)

## Atomic energies and structural terms in one fit

When computed energies are fitted by two groups of linear terms at once, "best fit" needs a definition, and here it is a pair of coefficient vectors that minimises the sum of squared residuals over all pairs. The normal equations are derived from this definition.

Take a list b of total energies, one for each structure. The matrix A counts the atoms of each element, and its coefficients x are fitted energies per atom of each element, in general not the energies of free atoms. The matrix B holds structural descriptors, such as a radial function summed over all atom pairs, and its coefficients y are the interaction parameters. The model is Ax + By. If only y is of interest, x can be eliminated first, and y still comes out as in the joint fit.

This applies to interatomic potentials fitted to electronic-structure energies, provided that the model is linear in its coefficients, the columns of A and B are jointly independent, and the fit is unregularised. The fit is written without weights; positive weights are included by first multiplying each row of A, B and b by the square root of its weight.

## The coefficients after elimination

Let the columns of A and B be jointly independent: Ax + By = 0 only for x = 0 and y = 0. Define

M = 1 − A(AᵀA)⁻¹Aᵀ.

Applied to a vector, M removes its least-squares fit by the columns of A. Then BᵀMB is invertible, and (x, y) is a joint fit exactly when

y = (BᵀMB)⁻¹BᵀMb,
x = (AᵀA)⁻¹Aᵀ(b − By).

Since these formulas define one pair for every b, a joint fit exists and is unique.

The independence condition has a physical content: the data must be able to separate the terms, both within each group and between the two groups. If a column of B is a combination of the columns of A, M sends it to zero and BᵀMB is singular. This happens when a descriptor is a fixed linear combination of the atom counts.

## From the minimum to the normal equations

Write r = b − Ax − By. Changing the coefficients by (u, v) changes the residual to r − w, with w = Au + Bv, and

|r − w|² = |r|² − 2 r·w + |w|².

Suppose that (x, y) is a minimum. Scaling the change by a real number t gives, with c = r·w and q = |w|²,

0 ≤ −2tc + t²q for every t.

At t = s = c/(q + 1) the right-hand side is −s²(q + 2). Hence s = 0 and c = 0. The choice u = Aᵀr, v = 0 turns r·w = 0 into |Aᵀr|² = 0, and the choice u = 0, v = Bᵀr gives |Bᵀr|² = 0. So

Aᵀr = 0 and Bᵀr = 0.

Conversely, these equations make r·w = 0 for every change, so |r − w|² = |r|² + |w|² ≥ |r|².

## Solving for x, then for y

The matrix AᵀA is invertible: if AᵀAv = 0, then |Av|² = v·AᵀAv = 0, so Av = 0 and v = 0 by independence.

For BᵀMB, suppose that BᵀMBy = 0 and set

p = MBy = By − Aa, with a = (AᵀA)⁻¹AᵀBy.

Then Aᵀp = AᵀBy − AᵀBy = 0, and Bᵀp = 0 by assumption. Therefore p·p = p·By − p·Aa = 0, so p = 0. Joint independence, applied to the coefficients (−a, y), gives y = 0. A square matrix that sends only zero to zero is invertible.

The equation Aᵀr = 0 reads AᵀAx = Aᵀ(b − By), which gives the formula for x. Inserting it into the residual yields

r = (b − By) − A(AᵀA)⁻¹Aᵀ(b − By) = Mb − MBy.

The equation Bᵀr = 0 is now BᵀMBy = BᵀMb, which gives the formula for y.

## The reduced fit and the effect of omitting A

The joint residual Mb − MBy is also the residual of a smaller problem with data Mb and columns MB. For any other y′, choosing x′ = (AᵀA)⁻¹Aᵀ(b − By′) gives the joint model the residual Mb − MBy′. The joint minimum cannot exceed its square, so y also minimises the smaller problem.

If A is left out altogether, the equation Bᵀr = 0 shows what happens to the coefficients. It says BᵀBy = Bᵀb − BᵀAx, and for independent columns of B

(BᵀB)⁻¹Bᵀb = y + (BᵀB)⁻¹BᵀAx.

The last term is the shift caused by the omission. It vanishes when the columns of B are orthogonal to those of A.

## The elimination in a potential fit

In the energy fit, AᵀA has only as many rows as there are elements. One solves

(AᵀA)Z = AᵀB and (AᵀA)z = Aᵀb,

and forms MB = B − AZ and Mb = b − Az. The interaction parameters follow from BᵀMBy = BᵀMb, and the atomic energies from x = z − Zy. The matrix M, with one row and one column per structure, is never stored.

## A constant background, and no background

Let A be a single column of ones and B a single column g that is not constant. Then M subtracts the mean, and y is the familiar slope of a straight-line fit, with bars denoting means:

y = Σᵢ(gᵢ − ḡ)(bᵢ − b̄) / Σᵢ(gᵢ − ḡ)².

If A has no columns, M = 1 and the result is the ordinary fit y = (BᵀB)⁻¹Bᵀb.

## How the Lean statement expresses the fit

The letters `n`, `m` and `k` are finite index types, not integers: they label the data points, the columns of A and the columns of B. Vectors are real functions on these types, `*ᵥ` applies a matrix to a vector, and `⬝ᵥ` is the scalar product. The sum of squared residuals is thus `residual A B b x y ⬝ᵥ residual A B b x y`, without a factor 1/2 or a division by the number of data.

`JointlyIndependent` is the condition on the columns, `IsJointFit` is the minimum over all coefficient pairs, and `projectOut A` is M. `IsUnit` means that a matrix is invertible. The theorem `frisch_waugh_lovell` states the invertibility of BᵀMB and then, for all `b`, `x` and `y`, the equivalence between being a joint fit and satisfying the two formulas.

`reduced_fit` starts from a joint fit and gives the equality of residuals and the minimum property of y. `omitted_columns_shift` also starts from a joint fit, but it assumes independence only for the columns of B.

The step from here to a real material is the assumption that its energies are well described by Ax + By. The theorems concern the fit to given numbers; they contain no noise model and no error bars for y.

## The complete Lean file

```lean
import Mathlib

open Matrix

namespace FrischWaughLovell

noncomputable section

variable {n m k : Type*} [Fintype n] [Fintype m] [Fintype k]

/-- The columns of `A` and `B` taken together are linearly independent. -/
def JointlyIndependent (A : Matrix n m ℝ) (B : Matrix n k ℝ) : Prop :=
  ∀ x y, A *ᵥ x + B *ᵥ y = 0 → x = 0 ∧ y = 0

/-- What the model `A x + B y` leaves unexplained in the data `b`. -/
def residual (A : Matrix n m ℝ) (B : Matrix n k ℝ) (b : n → ℝ) (x : m → ℝ) (y : k → ℝ) :
    n → ℝ :=
  b - A *ᵥ x - B *ᵥ y

/-- The coefficients `x, y` minimise the sum of squared residuals over all coefficients. -/
def IsJointFit (A : Matrix n m ℝ) (B : Matrix n k ℝ) (b : n → ℝ) (x : m → ℝ) (y : k → ℝ) :
    Prop :=
  ∀ x' y', residual A B b x y ⬝ᵥ residual A B b x y ≤
    residual A B b x' y' ⬝ᵥ residual A B b x' y'

/-- The matrix `M = 1 - A (Aᵀ A)⁻¹ Aᵀ`, for `A` with `Aᵀ A` invertible. -/
def projectOut [DecidableEq n] [DecidableEq m] (A : Matrix n m ℝ) : Matrix n n ℝ :=
  1 - A * (Aᵀ * A)⁻¹ * Aᵀ

/-- A matrix moves to the other side of a scalar product as its transpose. -/
theorem dot_mulVec (A : Matrix n m ℝ) (r : n → ℝ) (u : m → ℝ) :
    r ⬝ᵥ (A *ᵥ u) = (Aᵀ *ᵥ r) ⬝ᵥ u := by
  rw [Matrix.dotProduct_mulVec, Matrix.mulVec_transpose]

/-- Normal equations: `x, y` is a joint fit exactly when its residual is orthogonal to every column
of `A` and of `B`. -/
theorem normal_equations (A : Matrix n m ℝ) (B : Matrix n k ℝ) (b : n → ℝ)
    (x : m → ℝ) (y : k → ℝ) :
    IsJointFit A B b x y ↔
      Aᵀ *ᵥ residual A B b x y = 0 ∧ Bᵀ *ᵥ residual A B b x y = 0 := by
  have shift : ∀ u v, residual A B b (x + u) (y + v) =
      residual A B b x y - (A *ᵥ u + B *ᵥ v) := by
    intro u v
    simp only [residual, Matrix.mulVec_add]
    abel
  have expand : ∀ r w : n → ℝ,
      (r - w) ⬝ᵥ (r - w) = r ⬝ᵥ r - 2 * (r ⬝ᵥ w) + w ⬝ᵥ w := by
    intro r w
    simp only [sub_dotProduct, dotProduct_sub]
    rw [dotProduct_comm w r]
    ring
  have nonneg : ∀ w : n → ℝ, 0 ≤ w ⬝ᵥ w := fun w =>
    Finset.sum_nonneg fun i _ => mul_self_nonneg (w i)
  constructor
  · intro h
    -- the first variation vanishes in every direction
    have key : ∀ u v, residual A B b x y ⬝ᵥ (A *ᵥ u + B *ᵥ v) = 0 := by
      intro u v
      have hq := nonneg (A *ᵥ u + B *ᵥ v)
      have ht : ∀ t : ℝ, 0 ≤ -2 * t * (residual A B b x y ⬝ᵥ (A *ᵥ u + B *ᵥ v)) +
          t ^ 2 * ((A *ᵥ u + B *ᵥ v) ⬝ᵥ (A *ᵥ u + B *ᵥ v)) := by
        intro t
        have h1 := h (x + t • u) (y + t • v)
        rw [shift, Matrix.mulVec_smul, Matrix.mulVec_smul, ← smul_add, expand] at h1
        simp only [dotProduct_smul, smul_dotProduct, smul_eq_mul] at h1
        linarith
      generalize residual A B b x y ⬝ᵥ (A *ᵥ u + B *ᵥ v) = c at ht ⊢
      generalize (A *ᵥ u + B *ᵥ v) ⬝ᵥ (A *ᵥ u + B *ᵥ v) = q at ht hq
      have hne : q + 1 ≠ 0 := by positivity
      obtain ⟨s, hs⟩ : ∃ s, c = s * (q + 1) := ⟨c / (q + 1), (div_mul_cancel₀ c hne).symm⟩
      have h2 := ht s
      rw [hs] at h2
      have h3 : s ^ 2 ≤ 0 := by nlinarith [mul_nonneg (sq_nonneg s) hq]
      have h4 : s = 0 := (pow_eq_zero_iff two_ne_zero).mp (le_antisymm h3 (sq_nonneg s))
      rw [hs, h4, zero_mul]
    constructor
    · have h1 := key (Aᵀ *ᵥ residual A B b x y) 0
      rw [Matrix.mulVec_zero, add_zero, dot_mulVec] at h1
      exact dotProduct_self_eq_zero.mp h1
    · have h1 := key 0 (Bᵀ *ᵥ residual A B b x y)
      rw [Matrix.mulVec_zero, zero_add, dot_mulVec] at h1
      exact dotProduct_self_eq_zero.mp h1
  · rintro ⟨hA, hB⟩ x' y'
    -- Pythagoras: any other choice adds a square
    have e := shift (x' - x) (y' - y)
    rw [add_sub_cancel, add_sub_cancel] at e
    have key : residual A B b x y ⬝ᵥ (A *ᵥ (x' - x) + B *ᵥ (y' - y)) = 0 := by
      rw [dotProduct_add, dot_mulVec A, dot_mulVec B, hA, hB, zero_dotProduct,
        zero_dotProduct, add_zero]
    rw [e, expand, key]
    linarith [nonneg (A *ᵥ (x' - x) + B *ᵥ (y' - y))]

/-- A linear system with invertible matrix `S` has exactly the solution `S⁻¹ c`. -/
theorem solve_iff [DecidableEq k] {S : Matrix k k ℝ} (hS : IsUnit S) (y c : k → ℝ) :
    S *ᵥ y = c ↔ y = S⁻¹ *ᵥ c := by
  have hd := (Matrix.isUnit_iff_isUnit_det S).1 hS
  constructor
  · rintro rfl
    rw [Matrix.mulVec_mulVec, Matrix.nonsing_inv_mul _ hd, Matrix.one_mulVec]
  · rintro rfl
    rw [Matrix.mulVec_mulVec, Matrix.mul_nonsing_inv _ hd, Matrix.one_mulVec]

/-- If the columns of `C` are independent, the Gram matrix `Cᵀ C` is invertible. -/
theorem gram_isUnit [DecidableEq k] {C : Matrix n k ℝ} (h : ∀ y, C *ᵥ y = 0 → y = 0) :
    IsUnit (Cᵀ * C) := by
  rw [Matrix.isUnit_iff_isUnit_det, isUnit_iff_ne_zero]
  intro h0
  obtain ⟨v, hv, h1⟩ := Matrix.exists_mulVec_eq_zero_iff.mpr h0
  apply hv
  apply h
  apply dotProduct_self_eq_zero.mp
  rw [dot_mulVec C (C *ᵥ v) v, Matrix.mulVec_mulVec, h1, zero_dotProduct]

/-- `M` subtracts from a vector `c` the combination of columns of `A` with
coefficients `(Aᵀ A)⁻¹ Aᵀ c`. -/
theorem projectOut_mulVec [DecidableEq n] [DecidableEq m] (A : Matrix n m ℝ) (c : n → ℝ) :
    projectOut A *ᵥ c = c - A *ᵥ ((Aᵀ * A)⁻¹ *ᵥ (Aᵀ *ᵥ c)) := by
  simp only [projectOut, Matrix.sub_mulVec, Matrix.one_mulVec, Matrix.mulVec_mulVec,
    Matrix.mul_assoc]

/-- If the columns of `A` and `B` are jointly independent, `Bᵀ M B` is invertible. -/
theorem reducedGram_isUnit [DecidableEq n] [DecidableEq m] [DecidableEq k]
    {A : Matrix n m ℝ} {B : Matrix n k ℝ}
    (h : JointlyIndependent A B) : IsUnit (Bᵀ * projectOut A * B) := by
  have hG : IsUnit (Aᵀ * A) := gram_isUnit fun x hx => (h x 0 (by simp [hx])).1
  rw [Matrix.isUnit_iff_isUnit_det, isUnit_iff_ne_zero]
  intro h0
  obtain ⟨y, hy0, hy⟩ := Matrix.exists_mulVec_eq_zero_iff.mpr h0
  -- `M B y` lies in the joint column span and is orthogonal to it
  have hr : projectOut A *ᵥ (B *ᵥ y) =
      A *ᵥ (-((Aᵀ * A)⁻¹ *ᵥ (Aᵀ *ᵥ (B *ᵥ y)))) + B *ᵥ y := by
    rw [projectOut_mulVec, Matrix.mulVec_neg]
    abel
  have hA : Aᵀ *ᵥ (projectOut A *ᵥ (B *ᵥ y)) = 0 := by
    rw [projectOut_mulVec, Matrix.mulVec_sub, Matrix.mulVec_mulVec _ Aᵀ A,
      (solve_iff hG _ (Aᵀ *ᵥ (B *ᵥ y))).2 rfl, sub_self]
  have hB : Bᵀ *ᵥ (projectOut A *ᵥ (B *ᵥ y)) = 0 := by
    simpa only [Matrix.mulVec_mulVec, Matrix.mul_assoc] using hy
  have orth : ∀ u, (projectOut A *ᵥ (B *ᵥ y)) ⬝ᵥ (A *ᵥ u + B *ᵥ y) = 0 := by
    intro u
    rw [dotProduct_add, dot_mulVec A, dot_mulVec B, hA, hB, zero_dotProduct,
      zero_dotProduct, add_zero]
  have h2 := orth (-((Aᵀ * A)⁻¹ *ᵥ (Aᵀ *ᵥ (B *ᵥ y))))
  rw [← hr] at h2
  exact hy0 (h _ y (hr.symm.trans (dotProduct_self_eq_zero.mp h2))).2

/-- With the `A`-coefficients set to `(Aᵀ A)⁻¹ Aᵀ (b - B y)`, the residual of the joint
model is `M b - M B y`. -/
theorem residual_eq [DecidableEq n] [DecidableEq m]
    (A : Matrix n m ℝ) (B : Matrix n k ℝ) (b : n → ℝ) (y : k → ℝ) :
    residual A B b ((Aᵀ * A)⁻¹ *ᵥ (Aᵀ *ᵥ (b - B *ᵥ y))) y =
      projectOut A *ᵥ b - (projectOut A * B) *ᵥ y := by
  rw [← Matrix.mulVec_mulVec, ← Matrix.mulVec_sub, projectOut_mulVec, residual]
  abel

/-- Frisch-Waugh-Lovell: for jointly independent columns, `Bᵀ M B` is invertible, and the
joint least-squares fit to any data `b` is the one with `y = (Bᵀ M B)⁻¹ Bᵀ M b` and
`x = (Aᵀ A)⁻¹ Aᵀ (b - B y)`. -/
theorem frisch_waugh_lovell [DecidableEq n] [DecidableEq m] [DecidableEq k]
    {A : Matrix n m ℝ} {B : Matrix n k ℝ}
    (h : JointlyIndependent A B) :
    IsUnit (Bᵀ * projectOut A * B) ∧ ∀ b x y, IsJointFit A B b x y ↔
      y = (Bᵀ * projectOut A * B)⁻¹ *ᵥ (Bᵀ *ᵥ (projectOut A *ᵥ b)) ∧
      x = (Aᵀ * A)⁻¹ *ᵥ (Aᵀ *ᵥ (b - B *ᵥ y)) := by
  have hG : IsUnit (Aᵀ * A) := gram_isUnit fun x hx => (h x 0 (by simp [hx])).1
  have hS := reducedGram_isUnit h
  refine ⟨hS, fun b x y => ?_⟩
  -- the `A`-equations determine `x` from `y`
  have hA : Aᵀ *ᵥ residual A B b x y = 0 ↔
      x = (Aᵀ * A)⁻¹ *ᵥ (Aᵀ *ᵥ (b - B *ᵥ y)) := by
    have e : Aᵀ *ᵥ residual A B b x y = Aᵀ *ᵥ (b - B *ᵥ y) - (Aᵀ * A) *ᵥ x := by
      simp only [residual, Matrix.mulVec_sub, ← Matrix.mulVec_mulVec]
      abel
    rw [e, sub_eq_zero]
    exact ⟨fun q => (solve_iff hG _ _).1 q.symm, fun q => ((solve_iff hG _ _).2 q).symm⟩
  -- the `B`-equations then involve `y` alone
  have hB : x = (Aᵀ * A)⁻¹ *ᵥ (Aᵀ *ᵥ (b - B *ᵥ y)) → (Bᵀ *ᵥ residual A B b x y = 0 ↔
      y = (Bᵀ * projectOut A * B)⁻¹ *ᵥ (Bᵀ *ᵥ (projectOut A *ᵥ b))) := by
    intro hx
    have e : Bᵀ *ᵥ residual A B b x y =
        Bᵀ *ᵥ (projectOut A *ᵥ b) - (Bᵀ * projectOut A * B) *ᵥ y := by
      rw [hx, residual_eq, Matrix.mulVec_sub, Matrix.mulVec_mulVec y, Matrix.mul_assoc]
    rw [e, sub_eq_zero]
    exact ⟨fun q => (solve_iff hS _ _).1 q.symm, fun q => ((solve_iff hS _ _).2 q).symm⟩
  rw [normal_equations, hA]
  exact ⟨fun q => ⟨(hB q.1).1 q.2, q.1⟩, fun q => ⟨q.2, (hB q.2).2 q.1⟩⟩

/-- For jointly independent columns, the joint fit has the same residual as the reduced
model with data `M b` and columns `M B`, and its `y` is a least-squares fit of that model. -/
theorem reduced_fit [DecidableEq n] [DecidableEq m] [DecidableEq k]
    {A : Matrix n m ℝ} {B : Matrix n k ℝ} (h : JointlyIndependent A B)
    {b : n → ℝ} {x : m → ℝ} {y : k → ℝ} (hf : IsJointFit A B b x y) :
    residual A B b x y = projectOut A *ᵥ b - (projectOut A * B) *ᵥ y ∧
    ∀ y', (projectOut A *ᵥ b - (projectOut A * B) *ᵥ y) ⬝ᵥ
        (projectOut A *ᵥ b - (projectOut A * B) *ᵥ y) ≤
      (projectOut A *ᵥ b - (projectOut A * B) *ᵥ y') ⬝ᵥ
        (projectOut A *ᵥ b - (projectOut A * B) *ᵥ y') := by
  have hx := (((frisch_waugh_lovell h).2 b x y).1 hf).2
  have e : residual A B b x y = projectOut A *ᵥ b - (projectOut A * B) *ᵥ y :=
    (congrArg (fun z => residual A B b z y) hx).trans (residual_eq A B b y)
  refine ⟨e, fun y' => ?_⟩
  have h1 := hf ((Aᵀ * A)⁻¹ *ᵥ (Aᵀ *ᵥ (b - B *ᵥ y'))) y'
  rwa [e, residual_eq] at h1

/-- If the columns of `B` are independent, leaving `A` out of the model changes the
`B`-coefficients of a joint fit `x, y` by `(Bᵀ B)⁻¹ Bᵀ A x`. -/
theorem omitted_columns_shift [DecidableEq k] {A : Matrix n m ℝ} {B : Matrix n k ℝ}
    (hB : ∀ v, B *ᵥ v = 0 → v = 0) {b : n → ℝ} {x : m → ℝ} {y : k → ℝ}
    (hf : IsJointFit A B b x y) :
    (Bᵀ * B)⁻¹ *ᵥ (Bᵀ *ᵥ b) = y + (Bᵀ * B)⁻¹ *ᵥ (Bᵀ *ᵥ (A *ᵥ x)) := by
  have h1 := ((normal_equations A B b x y).1 hf).2
  rw [residual, Matrix.mulVec_sub, Matrix.mulVec_sub, Matrix.mulVec_mulVec y Bᵀ B] at h1
  have h2 := (solve_iff (gram_isUnit hB) _ _).1 (sub_eq_zero.mp h1).symm
  rw [Matrix.mulVec_sub] at h2
  exact (eq_sub_iff_add_eq.mp h2).symm

end

end FrischWaughLovell
```

```lean
#print axioms FrischWaughLovell.frisch_waugh_lovell
#print axioms FrischWaughLovell.reduced_fit
#print axioms FrischWaughLovell.omitted_columns_shift
```

```
'FrischWaughLovell.frisch_waugh_lovell' depends on axioms: [propext, Classical.choice, Quot.sound]
'FrischWaughLovell.reduced_fit' depends on axioms: [propext, Classical.choice, Quot.sound]
'FrischWaughLovell.omitted_columns_shift' depends on axioms: [propext, Classical.choice, Quot.sound]
```

## The lemmas behind the elimination

`dot_mulVec` moves a matrix across the scalar product as its transpose. In `normal_equations`, `shift` and `expand` are the changed residual and the expanded square. The inequality `ht` is the one in t; the proof writes c as s(q + 1), inserts t = s, and `nlinarith` concludes that s² ≤ 0. The two uses of `key` insert the directions Aᵀr and Bᵀr. The converse direction is the Pythagorean step.

`solve_iff` turns a linear system with an invertible matrix into its solution formula. `gram_isUnit` argues by contradiction: a zero determinant supplies a nonzero vector v with CᵀCv = 0, and |Cv|² = 0 then contradicts independence.

`reducedGram_isUnit` begins in the same way for BᵀMB. Its `hr` writes p = MBy as a combination of the columns of A and B, `hA` and `hB` are the two orthogonality relations, and `orth` combines them into p·p = 0. The explicit form of M comes from `projectOut_mulVec`.

`residual_eq` is the substitution of x into the residual. In the main theorem, `hA` shows that the A-equations are equivalent to the formula for x. Given that formula, `hB` shows that the B-equations are equivalent to the formula for y. The last lines join these equivalences to `normal_equations`.

`reduced_fit` compares the joint fit with the pair (x′, y′) chosen above. `omitted_columns_shift` takes only the B-equation and solves it with `gram_isUnit` and `solve_iff`.
